# Two DEPT spectra cannot determine overlapping CH, CH₂ and CH₃ amounts, but three at 45°, 90° and 135° can

## Editing spectra by linear combination

To split a DEPT data set into CH, CH₂ and CH₃ subspectra, one can add and subtract spectra recorded at different proton flip angles. In the ideal model the weights are fixed numbers; in practice they may be adjusted to reduce cross-talk between the subspectra. Either way, the angles must be chosen so that the spectra determine the three amounts uniquely.

In the ideal experiment, a carbon with $n$ attached protons gives a signal proportional to $n\sin t\cos^{n-1}t$, where $t$ is the flip angle of the variable proton pulse. For amounts $a$ of CH, $b$ of CH₂ and $c$ of CH₃, the signal is

$$S(t)=a\sin t+2b\sin t\cos t+3c\sin t\cos^2 t .$$

This assumes perfect pulses, delays matched to a single C–H coupling, no relaxation and a common intensity scale. Within this noise-free model, the results show that two flip angles are not enough for a fit of the three amounts, and which choices of three make it well posed.

## The weights for 45°, 90° and 135°

Inserting the sines and cosines gives

$$S(\tfrac{\pi}{2})=a,\qquad S(\tfrac{\pi}{4})=\tfrac{\sqrt2}{2}a+b+\tfrac{3\sqrt2}{4}c,\qquad S(\tfrac{3\pi}{4})=\tfrac{\sqrt2}{2}a-b+\tfrac{3\sqrt2}{4}c .$$

Half the difference of the last two is $b$. Their sum is $\sqrt2\,a+\tfrac{3\sqrt2}{2}c$, so

$$c=\tfrac{\sqrt2}{3}\left[S(\tfrac{\pi}{4})+S(\tfrac{3\pi}{4})-\sqrt2\,S(\tfrac{\pi}{2})\right].$$

## A change of composition that two spectra miss

Write $x=\cos t$ and $x_i=\cos t_i$. Then $S(t)=\sin t\,(a+2bx+3cx^2)$. The amplitudes

$$\left(x_1x_2,\;-\tfrac{x_1+x_2}{2},\;\tfrac13\right)$$

turn the signal into $\sin t\,(x-x_1)(x-x_2)$, which vanishes at $t_1$ and $t_2$.

Some of these amplitudes may be negative, but the ambiguity also affects samples with positive amounts. Let $a,b>0$ and choose $0<\varepsilon<\min(a,b)$. Adding $\varepsilon$ times the null combination leaves both signals unchanged. Its first two entries are at least $-1$, so the new CH and CH₂ amounts are at least $a-\varepsilon$ and $b-\varepsilon$, and are therefore positive. The CH₃ amount rises by $\varepsilon/3$.

This concerns mixed amounts. A resolved line known to come from a single carbon type can be easier to assign.

## Which three angles suffice

Suppose two samples agree at three angles, and let $\alpha,\beta,\gamma$ be the differences of their CH, CH₂ and CH₃ amounts. If the sines are nonzero, dividing by them gives $\alpha+2\beta x_i+3\gamma x_i^2=0$ for $i=1,2,3$. If the cosines are distinct, subtracting the equations in pairs and dividing by $x_1-x_2$ and $x_1-x_3$ gives

$$2\beta+3\gamma(x_1+x_2)=0,\qquad 2\beta+3\gamma(x_1+x_3)=0 .$$

Their difference is $3\gamma(x_2-x_3)=0$. Hence $\gamma=0$, then $\beta=0$ and $\alpha=0$.

Conversely, if one sine is zero, that spectrum is empty, and the null combination for the other two angles is invisible in all three. If two cosines coincide, a null combination for one of that pair and the remaining angle also vanishes at the third.

## The statements in Lean

`deptSignal a b c t` is $S(t)$, with real amounts and angles in radians; the formula is a definition, not derived from spin dynamics. `dept_editing` states the three weights, and `dept_null_combination` the explicit null amplitudes.

In `dept_two_spectra_ambiguous`, the hypotheses `ha` and `hb` say that CH and CH₂ are present. The number `c` is unrestricted, and `c < c'` guarantees a different sample. `dept_three_spectra_separate_iff` compares all real triples, including negative ones, and gives the exact condition on the angles.

```lean
import Mathlib

open Real

namespace DEPTEditing

noncomputable section

/-- The DEPT carbon signal at proton flip angle `t` of a sample with amounts `a` of CH,
`b` of CH2 and `c` of CH3. -/
def deptSignal (a b c t : ℝ) : ℝ :=
  a * Real.sin t + 2 * b * (Real.sin t * Real.cos t)
    + 3 * c * (Real.sin t * Real.cos t ^ 2)

/-- Spectral editing: the signals at flip angles of 45, 90 and 135 degrees give the amounts
of CH, CH2 and CH3 by fixed linear combinations. -/
theorem dept_editing (a b c : ℝ) :
    a = deptSignal a b c (π / 2) ∧
    b = (deptSignal a b c (π / 4) - deptSignal a b c (3 * π / 4)) / 2 ∧
    c = √2 / 3 * (deptSignal a b c (π / 4) + deptSignal a b c (3 * π / 4)
          - √2 * deptSignal a b c (π / 2)) := by
  have h : √2 * √2 = (2 : ℝ) := Real.mul_self_sqrt (by norm_num)
  have e : 3 * π / 4 = π - π / 4 := by ring
  have hs : Real.sin (3 * π / 4) = √2 / 2 := by
    rw [e, Real.sin_pi_sub, Real.sin_pi_div_four]
  have hc : Real.cos (3 * π / 4) = -(√2 / 2) := by
    rw [e, Real.cos_pi_sub, Real.cos_pi_div_four]
  simp only [deptSignal, hs, hc, Real.sin_pi_div_four, Real.cos_pi_div_four,
    Real.sin_pi_div_two, Real.cos_pi_div_two]
  refine ⟨by ring, ?_, ?_⟩
  · linear_combination (-b / 2) * h
  · linear_combination (-(c / 4) * (√2 ^ 2 + 2)) * h

/-- For any two flip angles, an explicit combination of CH, CH2 and CH3 amplitudes, with
CH3 amplitude 1/3, gives zero signal at both. -/
theorem dept_null_combination (t₁ t₂ : ℝ) :
    deptSignal (Real.cos t₁ * Real.cos t₂) (-(Real.cos t₁ + Real.cos t₂) / 2) (1 / 3) t₁ = 0 ∧
    deptSignal (Real.cos t₁ * Real.cos t₂) (-(Real.cos t₁ + Real.cos t₂) / 2) (1 / 3) t₂ = 0 := by
  unfold deptSignal
  constructor <;> ring

/-- Two DEPT spectra cannot separate CH, CH2 and CH3: for any sample containing CH and CH2,
and any two flip angles, another sample with positive amounts of CH and CH2 and strictly more
CH3 gives the same two signals. -/
theorem dept_two_spectra_ambiguous (t₁ t₂ a b c : ℝ) (ha : 0 < a) (hb : 0 < b) :
    ∃ a' b' c' : ℝ, 0 < a' ∧ 0 < b' ∧ c < c' ∧
      deptSignal a' b' c' t₁ = deptSignal a b c t₁ ∧
      deptSignal a' b' c' t₂ = deptSignal a b c t₂ := by
  -- a step along the null combination, small enough to keep the amounts positive
  obtain ⟨ε, hε, hεa, hεb⟩ : ∃ ε : ℝ, 0 < ε ∧ ε < a ∧ ε < b := by
    have hm : 0 < min a b := lt_min ha hb
    have h1 := min_le_left a b
    have h2 := min_le_right a b
    exact ⟨min a b / 2, by linarith, by linarith, by linarith⟩
  have l1 := Real.neg_one_le_cos t₁
  have l2 := Real.neg_one_le_cos t₂
  have u1 := Real.cos_le_one t₁
  have u2 := Real.cos_le_one t₂
  have hA : -1 ≤ Real.cos t₁ * Real.cos t₂ := by
    have p := mul_nonneg (sub_nonneg.mpr l1) (sub_nonneg.mpr l2)
    have q := mul_nonneg (sub_nonneg.mpr u1) (sub_nonneg.mpr u2)
    nlinarith [p, q]
  have hB : -1 ≤ -(Real.cos t₁ + Real.cos t₂) / 2 := by linarith
  have kA := mul_le_mul_of_nonneg_left hA hε.le
  have kB := mul_le_mul_of_nonneg_left hB hε.le
  refine ⟨a + ε * (Real.cos t₁ * Real.cos t₂),
    b + ε * (-(Real.cos t₁ + Real.cos t₂) / 2), c + ε * (1 / 3),
    by linarith, by linarith, by linarith, ?_, ?_⟩
  · unfold deptSignal
    ring
  · unfold deptSignal
    ring

/-- Three DEPT spectra determine the amounts of CH, CH2 and CH3 exactly when the sines of the
three flip angles are nonzero and their cosines are pairwise distinct. -/
theorem dept_three_spectra_separate_iff (t₁ t₂ t₃ : ℝ) :
    (∀ a b c a' b' c' : ℝ,
      deptSignal a b c t₁ = deptSignal a' b' c' t₁ →
      deptSignal a b c t₂ = deptSignal a' b' c' t₂ →
      deptSignal a b c t₃ = deptSignal a' b' c' t₃ → a = a' ∧ b = b' ∧ c = c') ↔
    (Real.sin t₁ ≠ 0 ∧ Real.sin t₂ ≠ 0 ∧ Real.sin t₃ ≠ 0) ∧
    (Real.cos t₁ ≠ Real.cos t₂ ∧ Real.cos t₁ ≠ Real.cos t₃ ∧ Real.cos t₂ ≠ Real.cos t₃) := by
  constructor
  · intro h
    have z : ∀ t, deptSignal 0 0 0 t = 0 := by
      intro t
      simp [deptSignal]
    have dark : ∀ a b c t, Real.sin t = 0 → deptSignal a b c t = 0 := by
      intro a b c t ht
      simp [deptSignal, ht]
    -- no combination with CH3 amplitude 1/3 may be invisible at all three angles
    have key : ∀ a b : ℝ, deptSignal a b (1 / 3) t₁ = 0 → deptSignal a b (1 / 3) t₂ = 0 →
        deptSignal a b (1 / 3) t₃ = 0 → False := by
      intro a b h1 h2 h3
      have h0 := (h a b (1 / 3) 0 0 0 (h1.trans (z _).symm) (h2.trans (z _).symm)
        (h3.trans (z _).symm)).2.2
      norm_num at h0
    have n12 := dept_null_combination t₁ t₂
    have n13 := dept_null_combination t₁ t₃
    have n23 := dept_null_combination t₂ t₃
    refine ⟨⟨fun hs => ?_, fun hs => ?_, fun hs => ?_⟩, fun hc => ?_, fun hc => ?_, fun hc => ?_⟩
    · exact key _ _ (dark _ _ _ _ hs) n23.1 n23.2
    · exact key _ _ n13.1 (dark _ _ _ _ hs) n13.2
    · exact key _ _ n12.1 n12.2 (dark _ _ _ _ hs)
    · refine key _ _ n13.1 ?_ n13.2
      unfold deptSignal
      rw [hc]
      ring
    · refine key _ _ n12.1 n12.2 ?_
      unfold deptSignal
      rw [hc]
      ring
    · refine key _ _ n12.1 n12.2 ?_
      unfold deptSignal
      rw [hc]
      ring
  · rintro ⟨⟨s1, s2, s3⟩, c12, c13, c23⟩ a b c a' b' c' h1 h2 h3
    -- dividing by the sine leaves a quadratic in the cosine
    have quad : ∀ t, Real.sin t ≠ 0 → deptSignal a b c t = deptSignal a' b' c' t →
        (a - a') + 2 * (b - b') * Real.cos t + 3 * (c - c') * Real.cos t ^ 2 = 0 := by
      intro t hs ht
      unfold deptSignal at ht
      apply mul_left_cancel₀ hs
      linear_combination ht
    have e1 := quad t₁ s1 h1
    have e2 := quad t₂ s2 h2
    have e3 := quad t₃ s3 h3
    -- divided differences
    have d12 : 2 * (b - b') + 3 * (c - c') * (Real.cos t₁ + Real.cos t₂) = 0 := by
      apply mul_left_cancel₀ (sub_ne_zero.mpr c12)
      linear_combination e1 - e2
    have d13 : 2 * (b - b') + 3 * (c - c') * (Real.cos t₁ + Real.cos t₃) = 0 := by
      apply mul_left_cancel₀ (sub_ne_zero.mpr c13)
      linear_combination e1 - e3
    have hC : c - c' = 0 := by
      apply mul_left_cancel₀ (sub_ne_zero.mpr c23)
      linear_combination (d12 - d13) / 3
    have hB : b - b' = 0 := by
      linear_combination d12 / 2 - 3 / 2 * (Real.cos t₁ + Real.cos t₂) * hC
    have hA : a - a' = 0 := by
      linear_combination e1 - 2 * Real.cos t₁ * hB - 3 * Real.cos t₁ ^ 2 * hC
    exact ⟨sub_eq_zero.mp hA, sub_eq_zero.mp hB, sub_eq_zero.mp hC⟩

end

end DEPTEditing
```

```lean
#print axioms DEPTEditing.dept_editing
#print axioms DEPTEditing.dept_two_spectra_ambiguous
#print axioms DEPTEditing.dept_three_spectra_separate_iff
```

```
'DEPTEditing.dept_editing' depends on axioms: [propext, Classical.choice, Quot.sound]
'DEPTEditing.dept_two_spectra_ambiguous' depends on axioms: [propext, Classical.choice, Quot.sound]
'DEPTEditing.dept_three_spectra_separate_iff' depends on axioms: [propext, Classical.choice, Quot.sound]
```

## How the proofs follow the algebra

In `dept_editing`, `hs` and `hc` supply the values at $3\pi/4$, and `linear_combination` uses $\sqrt2\cdot\sqrt2=2$ to finish. The null combination is a polynomial identity, closed by `ring`.

For the ambiguity, $\varepsilon$ is half of `min a b`. The bound `hA` comes from adding $(1+x_1)(1+x_2)\ge0$ and $(1-x_1)(1-x_2)\ge0$, which gives $x_1x_2\ge-1$; `hB` bounds the second entry.

In the three-angle theorem, `key` compares an invisible combination with the empty sample, which would force $1/3=0$. The six cases are the three vanishing sines and the three coinciding pairs of cosines. In the other direction, `quad` divides out the sine, `d12` and `d13` are the two divided equations, and `hC`, `hB` and `hA` recover equality of the amounts in turn. Each division is a use of `mul_left_cancel₀` with a nonzero factor.
